# Exponential reweighting of a fixed finite sample with a unique largest log-weight: in the limit, one local energy and zero variance

The model freezes the local energies while the weights change. In variational Monte Carlo, a sample drawn from |ψ₀|², where ψ₀ is the original trial function, can be reused for a modified trial function ψ_p by weighting each configuration with |ψ_p/ψ₀|². Changing the trial function normally changes its local energies too. Here each sampled configuration i keeps one real number E_i, and only its weight depends on the parameter p, through the factor exp(p f_i). The real number f_i is the rate at which the logarithm of this factor changes with p.

The sample is a finite type `ι`, whose elements label the configurations. Wave function, Hamiltonian and sampling procedure do not appear; `f` and `E` are arbitrary real functions on `ι`.

In Lean 4 with Mathlib:

```lean
import Mathlib

open Filter Topology

namespace ReweightingCollapse

noncomputable section

variable {ι : Type*} [Fintype ι]
```

## Weights, reweighted averages and effective sample size

The normalized weight of configuration i is

w_i(p) = exp(p f_i) / Σ_j exp(p f_j).

```lean
/-- The normalized weight of sample point `i`, proportional to `exp (p * f i)`,
on a nonempty finite sample. -/
def weight (f : ι → ℝ) (p : ℝ) (i : ι) : ℝ :=
  Real.exp (p * f i) / ∑ j, Real.exp (p * f j)
```

For an observable with value A_i at configuration i, the reweighted mean is

⟨A⟩_p = Σ_i w_i(p) A_i.

With A = E this is the reweighted energy.

```lean
/-- The reweighted sample mean of an observable `A`; for the local energy it is the
reweighted energy. -/
def reweightedMean (f : ι → ℝ) (p : ℝ) (A : ι → ℝ) : ℝ :=
  ∑ i, weight f p i * A i
```

The reweighted variance measures the spread about the reweighted energy at the same p:

σ²(p) = ⟨(E − ⟨E⟩_p)²⟩_p.

```lean
/-- The reweighted variance of the local energy about the reweighted energy. -/
def reweightedVariance (f : ι → ℝ) (p : ℝ) (E : ι → ℝ) : ℝ :=
  reweightedMean f p (fun i => (E i - reweightedMean f p E) ^ 2)
```

This is the plain weighted variance, with no small-sample correction. The number of configurations that effectively contribute is measured by

N_eff(p) = 1 / Σ_i w_i(p)².

It equals the sample size when all weights are equal, and 1 when a single configuration carries all the weight.

```lean
/-- The effective sample size, the inverse of the sum of the squared normalized weights,
on a nonempty finite sample. -/
def effectiveSize (f : ι → ℝ) (p : ℝ) : ℝ :=
  (∑ i, weight f p i ^ 2)⁻¹
```

## Bounding each weight by a ratio of exponentials

Write Z = Σ_j exp(p f_j). On a nonempty sample Z is positive, so

Σ_i w_i(p) = Z / Z = 1.

```lean
/-- On a nonempty sample the normalized weights sum to one. -/
theorem sum_weight [Nonempty ι] (f : ι → ℝ) (p : ℝ) : ∑ i, weight f p i = 1 := by
  have hpos : 0 < ∑ j, Real.exp (p * f j) :=
    Finset.sum_pos (fun _ _ => Real.exp_pos _) Finset.univ_nonempty
  unfold weight
  rw [← Finset.sum_div]
  exact div_self hpos.ne'
```

Each weight is a positive number divided by a sum of positive numbers, hence w_i(p) ≥ 0.

```lean
/-- Normalized weights are nonnegative. -/
theorem weight_nonneg (f : ι → ℝ) (p : ℝ) (i : ι) : 0 ≤ weight f p i :=
  div_nonneg (Real.exp_pos _).le (Finset.sum_nonneg fun _ _ => (Real.exp_pos _).le)
```

Now pick any configuration k. Since Z contains the term exp(p f_k) and all its other terms are positive, Z ≥ exp(p f_k), and therefore

w_i(p) ≤ exp(p f_i) / exp(p f_k) = exp(−p (f_k − f_i)).

```lean
/-- The weight of point `i` is at most its unnormalized weight relative to any
sample point `k`. -/
theorem weight_le (f : ι → ℝ) (p : ℝ) (k i : ι) :
    weight f p i ≤ Real.exp (-(p * (f k - f i))) := by
  have hk : Real.exp (p * f k) ≤ ∑ j, Real.exp (p * f j) :=
    Finset.single_le_sum (f := fun j => Real.exp (p * f j))
      (fun _ _ => (Real.exp_pos _).le) (Finset.mem_univ k)
  have hpos := lt_of_lt_of_le (Real.exp_pos (p * f k)) hk
  unfold weight
  rw [div_le_iff₀ hpos]
  calc Real.exp (p * f i)
      = Real.exp (-(p * (f k - f i))) * Real.exp (p * f k) := by
        rw [← Real.exp_add]
        congr 1
        ring
    _ ≤ _ := mul_le_mul_of_nonneg_left hk (Real.exp_pos _).le
```

In the code, `hk` is the inequality for Z. The rewrite with `div_le_iff₀` multiplies through by Z, and the `calc` block combines the exponentials. Neither the sign of p nor the choice of k is restricted.

## An error bound at every p

Because the weights sum to one, A_k can be written as Σ_i w_i(p) A_k. Subtracting gives

⟨A⟩_p − A_k = Σ_i w_i(p) (A_i − A_k).

The triangle inequality and the bound on the weights then yield

|⟨A⟩_p − A_k| ≤ Σ_i |A_i − A_k| exp(−p (f_k − f_i)).

```lean
/-- The reweighted mean of an observable differs from its value at a sample point `k` by at
most a sum of deviations, each multiplied by the relative weight `exp (-p (f k - f i))`. -/
theorem abs_mean_sub_le (f : ι → ℝ) (p : ℝ) (A : ι → ℝ) (k : ι) :
    |reweightedMean f p A - A k| ≤
      ∑ i, |A i - A k| * Real.exp (-(p * (f k - f i))) := by
  have : Nonempty ι := ⟨k⟩
  -- normalization turns the error into a weighted sum of deviations
  have h : reweightedMean f p A - A k = ∑ i, weight f p i * (A i - A k) := by
    simp only [reweightedMean, mul_sub, Finset.sum_sub_distrib]
    rw [← Finset.sum_mul, sum_weight, one_mul]
  rw [h]
  refine (Finset.abs_sum_le_sum_abs _ _).trans (Finset.sum_le_sum fun i _ => ?_)
  rw [abs_mul, abs_of_nonneg (weight_nonneg f p i), mul_comm]
  exact mul_le_mul_of_nonneg_left (weight_le f p k i) (abs_nonneg _)
```

The auxiliary statement `h` is the first equation; the lines after `rw [h]` apply the triangle inequality and then compare the two sums term by term.

## Every reweighted mean tends to its value at the maximizer

Suppose that f_i < f_k for every i ≠ k. The weight of configuration k relative to that of any other configuration i is exp(p (f_k − f_i)), which then grows exponentially with p. In the bound above, the term i = k is zero because A_i − A_k vanishes there. For i ≠ k the gap f_k − f_i is positive, so the exponential tends to zero as p → ∞. A finite sum of terms that tend to zero also tends to zero, and hence

⟨A⟩_p → A_k.

```lean
/-- If `f` has the unique maximizer `k`, the reweighted mean of every observable tends to
its value at `k` as `p` tends to infinity. -/
theorem mean_tendsto {f : ι → ℝ} {k : ι} (hk : ∀ i, i ≠ k → f i < f k) (A : ι → ℝ) :
    Tendsto (fun p => reweightedMean f p A) atTop (𝓝 (A k)) := by
  -- every term of the error bound vanishes in the limit
  have hterm : ∀ i, Tendsto (fun p : ℝ => |A i - A k| * Real.exp (-(p * (f k - f i))))
      atTop (𝓝 0) := by
    intro i
    by_cases h : i = k
    · rw [h]
      simp
    · have h1 : Tendsto (fun p : ℝ => p * (f k - f i)) atTop atTop :=
        tendsto_id.atTop_mul_const (sub_pos.2 (hk i h))
      have h2 := (Real.tendsto_exp_neg_atTop_nhds_zero.comp h1).const_mul |A i - A k|
      simpa only [mul_zero, Function.comp_def] using h2
  have hsum := tendsto_finsetSum Finset.univ (fun (i : ι) _ => hterm i)
  simp only [Finset.sum_const_zero] at hsum
  rw [tendsto_iff_dist_tendsto_zero]
  refine squeeze_zero (fun p => dist_nonneg) (fun p => ?_) hsum
  rw [Real.dist_eq]
  exact abs_mean_sub_le f p A k
```

The hypothesis `hk` states the unique maximum. It excludes a tie at the top, such as a leading configuration that is recorded twice after a rejected Metropolis move. The case split `by_cases h : i = k` separates the vanishing term from the decaying ones.

The proof turns on `squeeze_zero`. This Mathlib lemma says that a nonnegative real function lying below another function tends to zero whenever the upper function does. Here the lower function is the distance between ⟨A⟩_p and A_k, and the upper one is the error bound. `tendsto_iff_dist_tendsto_zero` first turns convergence to A_k into convergence of that distance to zero, and `Real.dist_eq` identifies the distance with the absolute value. The lemma requires the comparison at every p, which `abs_mean_sub_le` supplies without any condition on p. The limit of a quotient whose numerator and denominator may both diverge is thereby replaced by limits of single exponentials.

## The variance vanishes as the reweighted energy tends to one local energy

For any fixed number m, expanding the square and using normalization gives

⟨(E − m)²⟩_p = ⟨E²⟩_p − 2m ⟨E⟩_p + m².

Setting m = ⟨E⟩_p gives

σ²(p) = ⟨E²⟩_p − ⟨E⟩_p².

```lean
/-- On a nonempty sample the reweighted variance is the reweighted mean square of the local
energy minus the square of the reweighted energy. -/
theorem variance_eq [Nonempty ι] (f : ι → ℝ) (p : ℝ) (E : ι → ℝ) :
    reweightedVariance f p E =
      reweightedMean f p (fun i => E i ^ 2) - reweightedMean f p E ^ 2 := by
  have key : ∀ m : ℝ, reweightedMean f p (fun i => (E i - m) ^ 2) =
      reweightedMean f p (fun i => E i ^ 2) - 2 * m * reweightedMean f p E + m ^ 2 := by
    intro m
    have h : ∀ i, weight f p i * (E i - m) ^ 2 =
        weight f p i * E i ^ 2 - 2 * m * (weight f p i * E i) + m ^ 2 * weight f p i :=
      fun i => by ring
    simp only [reweightedMean, h, Finset.sum_add_distrib, Finset.sum_sub_distrib,
      ← Finset.mul_sum, sum_weight, mul_one]
  rw [reweightedVariance, key]
  ring
```

The statement `key` is the expansion for general m; the last two lines insert the reweighted energy for m.

The limit of the means applies to E and to E² alike. With k again the unique maximizer,

⟨E⟩_p → E_k, σ²(p) → E_k² − E_k² = 0.

```lean
/-- Weight collapse: if `f` has the unique maximizer `k`, then as `p` tends to infinity the
reweighted energy tends to the local energy at `k` and the reweighted variance to zero. -/
theorem weight_collapse {f : ι → ℝ} {k : ι} (hk : ∀ i, i ≠ k → f i < f k) (E : ι → ℝ) :
    Tendsto (fun p => reweightedMean f p E) atTop (𝓝 (E k)) ∧
      Tendsto (fun p => reweightedVariance f p E) atTop (𝓝 0) := by
  have : Nonempty ι := ⟨k⟩
  refine ⟨mean_tendsto hk E, ?_⟩
  have h := (mean_tendsto hk (fun i => E i ^ 2)).sub ((mean_tendsto hk E).pow 2)
  simpa only [variance_eq, sub_self] using h
```

In `weight_collapse`, the expression `Tendsto ... atTop (𝓝 (E k))` reads "tends to E_k as p → ∞", and the second half of the conjunction says the same of the variance and zero. The local energies are unrestricted: E_k may be the lowest in the sample, the highest or anything between. The vanishing variance reflects the loss of all but one configuration and says nothing about whether ψ_p is close to an eigenstate.

## The effective sample size tends to one

A single weight is itself a reweighted mean, namely that of the observable equal to 1 at configuration i and 0 elsewhere. Hence w_i(p) → 1 if i = k, and w_i(p) → 0 otherwise. It follows that

Σ_i w_i(p)² → 1, N_eff(p) → 1.

```lean
/-- If `f` has a unique maximizer, the effective sample size tends to one as `p` tends to
infinity. -/
theorem effectiveSize_tendsto {f : ι → ℝ} {k : ι} (hk : ∀ i, i ≠ k → f i < f k) :
    Tendsto (fun p => effectiveSize f p) atTop (𝓝 1) := by
  classical
  -- a single weight is the reweighted mean of an indicator
  have hw : ∀ i, Tendsto (fun p => weight f p i) atTop (𝓝 (if k = i then 1 else 0)) := by
    intro i
    have h := mean_tendsto hk (fun j => if j = i then (1 : ℝ) else 0)
    simpa [reweightedMean] using h
  have h := tendsto_finsetSum Finset.univ (fun (i : ι) _ => (hw i).pow 2)
  have h1 : ∑ i, (if k = i then (1 : ℝ) else 0) ^ 2 = 1 := by simp
  rw [h1] at h
  have h2 := h.inv₀ one_ne_zero
  simpa only [effectiveSize, inv_one] using h2
```

The statement `hw` gives the limits of the individual weights. Squaring, summing and inverting preserve the limits, since the limiting sum is 1 and not 0.

## When the low energy is spurious

Let E₀ be a reference energy. The case of interest is the exact ground-state energy, which bounds the true expectation value of the Hamiltonian from below but does not bound the local energy at individual configurations. In the theorems E₀ is any real number.

If the unique maximizer k has E_k < E₀, the reweighted energy has a limit strictly below E₀. For every tolerance ε > 0 there is then a threshold beyond which

⟨E⟩_p < E₀ and σ²(p) < ε

hold together.

```lean
/-- If the unique maximizer `k` of `f` has local energy below a reference `E₀`, then for all
large `p` the reweighted energy is below `E₀` and the variance below any given `ε > 0`. -/
theorem eventually_low_energy {f : ι → ℝ} {k : ι} (hk : ∀ i, i ≠ k → f i < f k)
    (E : ι → ℝ) {E₀ ε : ℝ} (hE : E k < E₀) (hε : 0 < ε) :
    ∀ᶠ p in atTop, reweightedMean f p E < E₀ ∧ reweightedVariance f p E < ε :=
  ((weight_collapse hk E).1.eventually_lt_const hE).and
    ((weight_collapse hk E).2.eventually_lt_const hε)
```

The notation `∀ᶠ p in atTop` means "for all sufficiently large p", and `.and` joins the two thresholds into one.

For reweighted optimization on a fixed finite sample with frozen local energies and this one-parameter family of weights, a low energy with a small variance can thus come from weight collapse. As p grows with a unique maximizer of f, the effective sample size tends to one, which in a sample of many configurations is a sign of the collapse.

The last question is which samples permit such a result. If every E_i ≥ E₀, then for any weights

⟨E⟩_p = Σ_i w_i(p) E_i ≥ E₀ Σ_i w_i(p) = E₀,

so no reweighting gets below E₀. Conversely, if some configuration k has E_k < E₀, choose f_k = 1 and f_i = 0 for i ≠ k. Then k is the unique maximizer, and a sufficiently large p gives an energy below E₀ with variance below ε.

```lean
/-- On a nonempty sample, some weights give a reweighted energy below `E₀` with variance below
a given `ε > 0` exactly when some sample point has local energy below `E₀`. -/
theorem low_energy_iff [Nonempty ι] (E : ι → ℝ) (E₀ : ℝ) {ε : ℝ} (hε : 0 < ε) :
    (∃ (f : ι → ℝ) (p : ℝ), reweightedMean f p E < E₀ ∧ reweightedVariance f p E < ε) ↔
      ∃ k, E k < E₀ := by
  classical
  constructor
  · rintro ⟨f, p, hlow, -⟩
    by_contra hno
    have hge : ∀ i, E₀ ≤ E i := fun i => le_of_not_gt fun hi => hno ⟨i, hi⟩
    -- an average cannot lie below a common lower bound
    have h : E₀ ≤ reweightedMean f p E := by
      calc E₀ = ∑ i, weight f p i * E₀ := by
            rw [← Finset.sum_mul, sum_weight, one_mul]
        _ ≤ _ := Finset.sum_le_sum fun i _ =>
            mul_le_mul_of_nonneg_left (hge i) (weight_nonneg f p i)
    exact not_lt_of_ge h hlow
  · rintro ⟨k, hE⟩
    -- let the weight collapse onto the low-energy point
    have hk : ∀ i, i ≠ k →
        (fun j => if j = k then (1 : ℝ) else 0) i < (fun j => if j = k then (1 : ℝ) else 0) k := by
      intro i hi
      simp [hi]
    obtain ⟨p, hp⟩ := (eventually_low_energy hk E hE hε).exists
    exact ⟨_, p, hp⟩

end

end ReweightingCollapse
```

In `low_energy_iff` both `f` and `p` are free to be chosen. The theorem therefore says what some weights can do to a given sample, and not what a particular optimizer will do. The first direction discards the variance condition, because the lower bound on the average needs only the energies. The second takes one value of p from `eventually_low_energy`.

```lean
#print axioms ReweightingCollapse.weight_collapse
#print axioms ReweightingCollapse.effectiveSize_tendsto
#print axioms ReweightingCollapse.low_energy_iff
```

```
'ReweightingCollapse.weight_collapse' depends on axioms: [propext, Classical.choice, Quot.sound]
'ReweightingCollapse.effectiveSize_tendsto' depends on axioms: [propext, Classical.choice, Quot.sound]
'ReweightingCollapse.low_energy_iff' depends on axioms: [propext, Classical.choice, Quot.sound]
```
